# Even moments of unit nearest-neighbour hopping on the square lattice are squared central binomial coefficients

The power moments of a local density of states can be computed by applying the Hamiltonian repeatedly to one orbital of an orthonormal basis and recording the amplitude on that orbital at the start and after each application. For a single non-interacting particle on the infinite square lattice, with $H=tT$, $t$ the real hopping amplitude and $T$ the sum over four nearest neighbours, the recorded numbers should be $t^n$ times $1,0,4,0,36,0,400,\dots$ for $n=0,1,2,\dots$ In general,

$$(T^{2k}\delta)(0,0)=\binom{2k}{k}^2,\qquad (T^{2k+1}\delta)(0,0)=0,$$

where $\delta$ is unit amplitude at the origin.

A code with an $L\times L$ periodic cluster should reproduce these values for $n<L$. From $n=L$ on, walks that wind around the cluster can contribute.

## One occupied site on an infinite lattice

The lattice has no edges, and the particle starts on one site. In Lean, amplitudes are functions `ℤ × ℤ → ℤ`, and `squareHop` is a linear map on them, so its powers are repeated applications of the hopping operator. Integers suffice because the amplitudes count walks. No norm or Hilbert space enters, and the density of states itself is not constructed. The chain, needed as an auxiliary system, is set up in the same way.

```lean
import Mathlib

namespace SquareLatticeMoments

/-- Nearest-neighbour hopping on the infinite chain: the new amplitude at a site is the sum
of the old amplitudes at its two neighbours. -/
def chainHop : Module.End ℤ (ℤ → ℤ) where
  toFun f u := f (u + 1) + f (u - 1)
  map_add' f g := by
    funext u
    simp only [Pi.add_apply]
    ring
  map_smul' c f := by
    funext u
    simp only [Pi.smul_apply, smul_eq_mul, RingHom.id_apply]
    ring

/-- Unit amplitude at the origin of the chain. -/
def chainDelta (u : ℤ) : ℤ := if u = 0 then 1 else 0

/-- Nearest-neighbour hopping on the square lattice: the new amplitude at a site is the sum
of the old amplitudes at its four neighbours. -/
def squareHop : Module.End ℤ (ℤ × ℤ → ℤ) where
  toFun f p := f (p.1 + 1, p.2) + f (p.1 - 1, p.2) + f (p.1, p.2 + 1) + f (p.1, p.2 - 1)
  map_add' f g := by
    funext p
    simp only [Pi.add_apply]
    ring
  map_smul' c f := by
    funext p
    simp only [Pi.smul_apply, smul_eq_mul, RingHom.id_apply]
    ring

/-- Unit amplitude at the origin of the square lattice. -/
def squareDelta (p : ℤ × ℤ) : ℤ := if p = (0, 0) then 1 else 0
```

The single-site start fixes the $n=0$ case of every induction below. Another starting state would give, by linearity, a superposition of shifted copies of these amplitudes.

## Distance and parity on the chain

Write $c_n(u)$ for the chain amplitude at site $u$ after $n$ hops. Separating off the last hop gives

$$c_{n+1}(u)=c_n(u+1)+c_n(u-1).$$

```lean
/-- One more hop on the chain adds the amplitudes of the two neighbouring sites. -/
theorem chain_step (n : ℕ) (u : ℤ) :
    (chainHop ^ (n + 1)) chainDelta u =
      (chainHop ^ n) chainDelta (u + 1) + (chainHop ^ n) chainDelta (u - 1) := by
  rw [pow_succ', Module.End.mul_apply]
  rfl
```

The hypothesis $u<-n$ says that the site is too far left to reach in $n$ hops. If $u<-(n+1)$, both neighbours lie left of $-n$, so zero propagates by induction. Without the strict inequality this fails: $c_n(-n)=1$.

```lean
/-- After `n` hops from the origin of the chain, the amplitude vanishes to the left of `-n`. -/
theorem chain_outside (n : ℕ) :
    ∀ u : ℤ, u < -(n : ℤ) → (chainHop ^ n) chainDelta u = 0 := by
  induction n with
  | zero =>
    intro u hu
    rw [pow_zero, Module.End.one_apply, chainDelta, if_neg (by omega)]
  | succ n ih =>
    intro u hu
    rw [chain_step, ih (u + 1) (by omega), ih (u - 1) (by omega), add_zero]
```

The hypothesis that $u+n$ is odd says that the site is on the wrong sublattice. Each hop changes the parity of $u$, so both terms in the recursion vanish by induction; `omega` checks the parities. An on-site energy would let the particle stay put and would break this rule.

```lean
/-- After `n` hops from the origin of the chain, the amplitude vanishes at every site `u`
for which `u + n` is odd. -/
theorem chain_parity (n : ℕ) :
    ∀ u : ℤ, Odd (u + n) → (chainHop ^ n) chainDelta u = 0 := by
  induction n with
  | zero =>
    intro u hu
    rw [Int.odd_iff] at hu
    rw [pow_zero, Module.End.one_apply, chainDelta, if_neg (by omega)]
  | succ n ih =>
    intro u hu
    rw [Int.odd_iff] at hu
    rw [chain_step, ih (u + 1) (by rw [Int.odd_iff]; omega),
      ih (u - 1) (by rw [Int.odd_iff]; omega), add_zero]
```

At the remaining sites, $c_n(2j-n)=\binom nj$. For $n=0$ both sides are $1$ at $j=0$ and $0$ otherwise. At the left edge, $j=0$, only the right neighbour contributes, by `chain_outside`, and the amplitude is $1$. Elsewhere, Pascal's rule gives

$$c_{n+1}(2(j+1)-(n+1))=\binom n{j+1}+\binom nj=\binom{n+1}{j+1}.$$

The two cases in the Lean induction step are these two situations.

```lean
/-- After `n` hops from the origin of the chain, the amplitude at site `2j - n` is the
binomial coefficient `n` choose `j`. -/
theorem chain_binomial (n : ℕ) :
    ∀ j : ℕ, (chainHop ^ n) chainDelta (2 * (j : ℤ) - n) = (n.choose j : ℤ) := by
  induction n with
  | zero =>
    intro j
    cases j with
    | zero => simp [chainDelta]
    | succ j =>
      rw [pow_zero, Module.End.one_apply, chainDelta, if_neg (by omega)]
      simp
  | succ n ih =>
    intro j
    rw [chain_step]
    cases j with
    | zero =>
      -- at the left edge only the right neighbour contributes
      have h1 : 2 * ((0 : ℕ) : ℤ) - ((n + 1 : ℕ) : ℤ) + 1 = 2 * ((0 : ℕ) : ℤ) - n := by omega
      rw [h1, ih 0, chain_outside n _ (by omega)]
      simp
    | succ j =>
      -- elsewhere the two neighbours combine by Pascal's rule
      have h1 : 2 * ((j + 1 : ℕ) : ℤ) - ((n + 1 : ℕ) : ℤ) + 1
          = 2 * ((j + 1 : ℕ) : ℤ) - n := by omega
      have h2 : 2 * ((j + 1 : ℕ) : ℤ) - ((n + 1 : ℕ) : ℤ) - 1 = 2 * (j : ℤ) - n := by omega
      rw [h1, h2, ih (j + 1), ih j, Nat.choose_succ_succ']
      push_cast
      ring
```

## Equal hopping along both axes

Let $s_n(x,y)$ be the square-lattice amplitude, $u=x+y$ and $v=x-y$. The definition of `squareHop` gives all four bonds the same weight.

```lean
/-- One more hop on the square lattice adds the amplitudes of the four neighbouring sites. -/
theorem square_step (n : ℕ) (x y : ℤ) :
    (squareHop ^ (n + 1)) squareDelta (x, y) =
      (squareHop ^ n) squareDelta (x + 1, y) + (squareHop ^ n) squareDelta (x - 1, y)
      + (squareHop ^ n) squareDelta (x, y + 1) + (squareHop ^ n) squareDelta (x, y - 1) := by
  rw [pow_succ', Module.End.mul_apply]
  rfl
```

The claim is $s_n(x,y)=c_n(u)\,c_n(v)$. At $n=0$ it holds because $u=v=0$ exactly when $x=y=0$. The hops $x\pm1$ shift $(u,v)$ by $(\pm1,\pm1)$, and the hops $y\pm1$ shift it by $(\pm1,\mp1)$. Hence

$$\begin{aligned}
s_{n+1}(x,y)&=c_n(u+1)c_n(v+1)+c_n(u-1)c_n(v-1)\\
&\quad+c_n(u+1)c_n(v-1)+c_n(u-1)c_n(v+1)\\
&=[c_n(u+1)+c_n(u-1)]\,[c_n(v+1)+c_n(v-1)]\\
&=c_{n+1}(u)\,c_{n+1}(v).
\end{aligned}$$

In Lean, the `show` equations perform the coordinate shifts and the final `ring` does the factorisation.

```lean
/-- The square-lattice amplitude after `n` hops from the origin is a product of two chain
amplitudes, taken at the diagonal coordinates `x + y` and `x - y`. -/
theorem square_factorises (n : ℕ) :
    ∀ x y : ℤ, (squareHop ^ n) squareDelta (x, y) =
      (chainHop ^ n) chainDelta (x + y) * (chainHop ^ n) chainDelta (x - y) := by
  induction n with
  | zero =>
    intro x y
    simp only [pow_zero, Module.End.one_apply, squareDelta, chainDelta, Prod.mk.injEq]
    split_ifs <;> omega
  | succ n ih =>
    intro x y
    rw [square_step, ih, ih, ih, ih, chain_step n (x + y), chain_step n (x - y)]
    -- each hop shifts both diagonal coordinates by one unit
    rw [show x + 1 + y = x + y + 1 by ring, show x + 1 - y = x - y + 1 by ring,
      show x - 1 + y = x + y - 1 by ring, show x - 1 - y = x - y - 1 by ring,
      show x + (y + 1) = x + y + 1 by ring, show x - (y + 1) = x - y - 1 by ring,
      show x + (y - 1) = x + y - 1 by ring, show x - (y - 1) = x - y + 1 by ring]
    ring
```

With hoppings $t_x$ and $t_y$ of different magnitude, the amplitudes after one hop already fail to factorise in $u$ and $v$.

## Sites the walk can reach

The hypotheses `ha` and `hb` write $x+y=2a-n$ and $x-y=2b-n$ with natural numbers $a,b$. They select the correct sublattice and exclude sites too far to the left in either diagonal coordinate. Substituting the chain binomials gives $s_n(x,y)=\binom na\binom nb$.

```lean
/-- After `n` hops from the origin, the amplitude at the site with `x + y = 2a - n` and
`x - y = 2b - n` is the product of the binomial coefficients `n` choose `a` and
`n` choose `b`. -/
theorem square_amplitude (n a b : ℕ) (x y : ℤ)
    (ha : x + y = 2 * (a : ℤ) - n) (hb : x - y = 2 * (b : ℤ) - n) :
    (squareHop ^ n) squareDelta (x, y) = (n.choose a : ℤ) * (n.choose b : ℤ) := by
  rw [square_factorises, ha, hb, chain_binomial, chain_binomial]
```

If $x+y+n$ is odd, no such $a$ exists, and the first chain factor vanishes.

```lean
/-- After `n` hops from the origin, the amplitude vanishes at every site `(x, y)` for which
`x + y + n` is odd. -/
theorem square_parity (n : ℕ) (x y : ℤ) (h : Odd (x + y + n)) :
    (squareHop ^ n) squareDelta (x, y) = 0 := by
  rw [square_factorises, chain_parity n (x + y) h, zero_mul]
```

## Return to the origin

On the chain, $n=2k$ and $j=k$ give $\binom{2k}{k}$, while an odd number of hops gives zero.

```lean
/-- Moments of the chain at the origin: the even ones are the central binomial coefficients
and the odd ones vanish. -/
theorem chain_moments (k : ℕ) :
    (chainHop ^ (2 * k)) chainDelta 0 = ((2 * k).choose k : ℤ) ∧
      (chainHop ^ (2 * k + 1)) chainDelta 0 = 0 := by
  constructor
  · have h := chain_binomial (2 * k) k
    have h0 : 2 * (k : ℤ) - ((2 * k : ℕ) : ℤ) = 0 := by omega
    rw [h0] at h
    exact h
  · exact chain_parity (2 * k + 1) 0 (by rw [Int.odd_iff]; omega)
```

On the square lattice the origin has $u=v=0$, so $n=2k$ forces $a=b=k$ and the binomial appears twice. For $n=2k+1$ the parity rule applies.

```lean
/-- Moments of the square lattice at the origin: the even ones are the squares of the central
binomial coefficients and the odd ones vanish. -/
theorem square_lattice_moments (k : ℕ) :
    (squareHop ^ (2 * k)) squareDelta (0, 0) = ((2 * k).choose k : ℤ) ^ 2 ∧
      (squareHop ^ (2 * k + 1)) squareDelta (0, 0) = 0 := by
  constructor
  · -- the origin has both diagonal coordinates equal to zero
    rw [square_amplitude (2 * k) k k 0 0 (by omega) (by omega), sq]
  · exact square_parity (2 * k + 1) 0 0 (by rw [Int.odd_iff]; omega)

end SquareLatticeMoments
```

```lean
#print axioms SquareLatticeMoments.chain_moments
-- 'SquareLatticeMoments.chain_moments' depends on axioms: [propext, Classical.choice, Quot.sound]
#print axioms SquareLatticeMoments.square_lattice_moments
-- 'SquareLatticeMoments.square_lattice_moments' depends on axioms: [propext, Classical.choice, Quot.sound]
```

The same argument gives $\binom{2k}{k}^3$ for the body-centred cubic lattice with eight equal neighbours $(\pm1,\pm1,\pm1)$: each hop moves all three coordinates by one unit, so three chain amplitudes multiply. That extension is by hand; the code treats the chain and the square lattice.
